# In finite dimension, a ground state strictly below all orthogonal states has a positive energy gap

The theorem `exists_gap` concerns a self-adjoint operator `H` on a finite-dimensional real inner product space, with a unit eigenvector `φ` of energy `E₀`. It assumes that every nonzero `v` orthogonal to `φ` has normalised mean energy ⟨v, Hv⟩/‖v‖² strictly above `E₀`, and concludes that a single `g > 0` exists for which all these mean energies are at least `E₀ + g`. The proof minimises ⟨v, Hv⟩ over the unit vectors orthogonal to `φ`, which form a compact set, and takes `g` to be the minimum less `E₀`. Rescaling carries the bound to vectors of any length, and if there are no such unit vectors, `g = 1` serves.

The first attempt, which Lean rejects:

```lean
import Mathlib

open Filter Topology MeasureTheory

namespace ExistsGap

noncomputable section

variable {E : Type*} [NormedAddCommGroup E] [InnerProductSpace ℝ E] [CompleteSpace E]

local notation "⟪" x ", " y "⟫" => inner ℝ x y

/-- `φ` is a unit eigenvector of the self-adjoint `H` with energy `E₀`, and every state orthogonal
to `φ` has mean energy at least `E₀ + g`, with `g > 0`. -/
structure GappedGround (H : E →L[ℝ] E) (φ : E) (E₀ g : ℝ) : Prop where
  selfAdj : IsSelfAdjoint H
  unit : ‖φ‖ = 1
  eigen : H φ = E₀ • φ
  gap_pos : 0 < g
  gap : ∀ v, ⟪φ, v⟫ = 0 → (E₀ + g) * ‖v‖ ^ 2 ≤ ⟪v, H v⟫

/-- In finite dimension, a unit eigenvector of a self-adjoint `H` whose energy lies strictly below
the mean energy of every nonzero state orthogonal to it is separated from those states by a positive
gap. -/
theorem exists_gap [FiniteDimensional ℝ E] {H : E →L[ℝ] E} {φ : E} {E₀ : ℝ}
    (hH : IsSelfAdjoint H) (h1 : ‖φ‖ = 1) (he : H φ = E₀ • φ)
    (hlt : ∀ v, ⟪φ, v⟫ = 0 → v ≠ 0 → E₀ * ‖v‖ ^ 2 < ⟪v, H v⟫) :
    ∃ g, GappedGround H φ E₀ g := by
  have hc : IsCompact (Metric.sphere (0 : E) 1 ∩ {v | ⟪φ, v⟫ = 0}) :=
    (isCompact_sphere _ _).inter_right
      (isClosed_eq (continuous_inner.comp (continuous_const.prodMk continuous_id))
        continuous_const)
  have hmem : ∀ v, ⟪φ, v⟫ = 0 → v ≠ 0 →
      ‖v‖⁻¹ • v ∈ Metric.sphere (0 : E) 1 ∩ {v | ⟪φ, v⟫ = 0} := by
    intro v hv h0
    have hn : ‖v‖ ≠ 0 := norm_ne_zero_iff.mpr h0
    refine ⟨?_, ?_⟩
    · rw [mem_sphere_zero_iff_norm, norm_smul, norm_inv, norm_norm, inv_mul_cancel₀ hn]
    · change ⟪φ, ‖v‖⁻¹ • v⟫ = 0
      rw [inner_smul_right, hv, mul_zero]
  by_cases hne : (Metric.sphere (0 : E) 1 ∩ {v | ⟪φ, v⟫ = 0}).Nonempty
  · -- the mean energy attains its minimum on the unit sphere orthogonal to the ground vector
    obtain ⟨u, hu, hmin⟩ := hc.exists_isMinOn hne
      (continuous_inner.comp (continuous_id.prodMk H.continuous)).continuousOn
    have hu1 : ‖u‖ = 1 := mem_sphere_zero_iff_norm.mp hu.1
    have hu0 : u ≠ 0 := by
      intro h
      simp [h] at hu1
    have hp := hlt u hu.2 hu0
    rw [hu1] at hp
    refine ⟨⟪u, H u⟫ - E₀, hH, h1, he, by linarith, fun v hv => ?_⟩
    by_cases h0 : v = 0
    · simp [h0]
    have hn : 0 < ‖v‖ := norm_pos_iff.mpr h0
    have hm : ⟪u, H u⟫ ≤ ⟪‖v‖⁻¹ • v, H (‖v‖⁻¹ • v)⟫ := hmin (hmem v hv h0)
    rw [map_smul, real_inner_smul_left, inner_smul_right] at hm
    calc (E₀ + (⟪u, H u⟫ - E₀)) * ‖v‖ ^ 2 = ⟪u, H u⟫ * ‖v‖ ^ 2 := by ring
      _ ≤ (‖v‖⁻¹ * (‖v‖⁻¹ * ⟪v, H v⟫)) * ‖v‖ ^ 2 := by gcongr
      _ = ⟪v, H v⟫ := by field_simp
  · refine ⟨1, hH, h1, he, one_pos, fun v hv => ?_⟩
    by_cases h0 : v = 0
    · simp [h0]
    · exact absurd ⟨_, hmem v hv h0⟩ hne

end

end ExistsGap
```

Compiling this gives:

```
Main.lean:44:7: error: typeclass instance problem is stuck
  TopologicalSpace ?m.331

Note: Lean will not try to resolve this typeclass instance problem because the type argument to `TopologicalSpace` is a metavariable. This argument must be fully determined before Lean will try to resolve the typeclass.

Hint: Adding type annotations and supplying implicit arguments to functions can give Lean more information for typeclass resolution. For example, if you have a variable `x` that you intend to be a `Nat`, but Lean reports it as having an unresolved type like `?m`, replacing `x` with `(x : Nat)` can get typeclass resolution un-stuck.
```

As a diff, the version that Lean accepts:

```diff
@@ -41,6 +41,7 @@
   by_cases hne : (Metric.sphere (0 : E) 1 ∩ {v | ⟪φ, v⟫ = 0}).Nonempty
   · -- the mean energy attains its minimum on the unit sphere orthogonal to the ground vector
-    obtain ⟨u, hu, hmin⟩ := hc.exists_isMinOn hne
-      (continuous_inner.comp (continuous_id.prodMk H.continuous)).continuousOn
+    have hq : Continuous (fun v : E => ⟪v, H v⟫) :=
+      continuous_inner.comp (continuous_id.prodMk H.continuous)
+    obtain ⟨u, hu, hmin⟩ := hc.exists_isMinOn hne hq.continuousOn
     have hu1 : ‖u‖ = 1 := mem_sphere_zero_iff_norm.mp hu.1
     have hu0 : u ≠ 0 := by
@@ -52,6 +53,7 @@
     by_cases h0 : v = 0
     · simp [h0]
-    have hn : 0 < ‖v‖ := norm_pos_iff.mpr h0
-    have hm : ⟪u, H u⟫ ≤ ⟪‖v‖⁻¹ • v, H (‖v‖⁻¹ • v)⟫ := hmin (hmem v hv h0)
+    have hn : ‖v‖ ≠ 0 := norm_ne_zero_iff.mpr h0
+    have hm : ⟪u, H u⟫ ≤ ⟪‖v‖⁻¹ • v, H (‖v‖⁻¹ • v)⟫ :=
+      isMinOn_iff.mp hmin _ (hmem v hv h0)
     rw [map_smul, real_inner_smul_left, inner_smul_right] at hm
     calc (E₀ + (⟪u, H u⟫ - E₀)) * ‖v‖ ^ 2 = ⟪u, H u⟫ * ‖v‖ ^ 2 := by ring
```

Cause. The error is at `continuous_inner.comp`, in the continuity proof passed to `exists_isMinOn`. Lean needs a topology on a type it has not yet determined, and the message does not say which type that is. Because `.continuousOn` is applied to the composite, Lean must elaborate the composite first, without a stated function to fix its types. The repair states that function, `fun v : E => ⟪v, H v⟫`, in the type of `hq`. The same composite is then checked against a known goal, and `hq.continuousOn` is passed on.

The other two changes answer no reported error, since the failure stopped this branch before Lean reached them. The messages therefore don't show whether they were needed. One uses `isMinOn_iff` to turn the minimum property explicitly into an inequality at each point, where the attempt applied `hmin` directly. The other states `hn` as `‖v‖ ≠ 0` instead of `0 < ‖v‖`. This gives directly the condition for cancelling the norms in the final `field_simp` step, a condition that also follows from the original `0 < ‖v‖`.
